# Net boson emission by Fermi electrons has the sign of the inverse-temperature difference $b_p-b_e$

A short laser pulse on a metal heats the electrons first. For a while the electrons have one temperature and the lattice vibrations another, and energy passes between them as electrons emit and absorb phonons. Both processes go on all the time, whichever side is hotter. An electron can drop to a lower level and emit a phonon, or absorb a phonon and climb back. Which process wins, and does the answer depend on where the two levels lie relative to the chemical potential?

Take a lower level at energy $x$ and an upper level at $x+w$, where $w>0$ is the energy of the boson. Textbooks usually write this energy as $\hbar\omega$, so $w$ is an energy here and not a frequency. The electrons follow a Fermi function with inverse temperature $b_e$ and chemical potential $\mu$, and the boson mode follows a Bose function with inverse temperature $b_p>0$. The letter $b$ stands for the usual $\beta=1/(k_BT)$. With $f_1$ and $f_2$ the occupations of the lower and upper level and $N$ that of the mode, the Boltzmann collision term contains the difference

$$R=f_2(1-f_1)(N+1)-f_1(1-f_2)N .$$

The first term is emission: the upper level must be filled, the lower one empty, and the factor $N+1$ combines stimulated and spontaneous emission. The second term is absorption. The claim is that $R$ has the sign of $b_p-b_e$ for every $x$ and every $\mu$, and that it vanishes exactly when $b_e=b_p$.

## Factoring the net rate

The occupation of the lower level is

$$f_1=\frac{1}{E+1},\qquad E=e^{b_e(x-\mu)} .$$

Multiplying by the denominator gives $(E+1)f_1=1$, hence $1-f_1=E f_1$. For the upper level the exponential is $e^{b_e(x+w-\mu)}=e^{b_ew}E$, so $1-f_2=e^{b_ew}E f_2$. The two Pauli factors, each a filled initial level times an empty final one, are therefore

$$f_2(1-f_1)=E f_1f_2,\qquad f_1(1-f_2)=e^{b_ew}E f_1f_2 .$$

Both are positive, and their ratio no longer contains $x$ or $\mu$:

$$f_1(1-f_2)=e^{b_ew}\,f_2(1-f_1).$$

For the bosons, $N=1/(e^{b_pw}-1)$. Since $b_pw>0$, the denominator is positive and so is $N$. Multiplying out gives $(e^{b_pw}-1)N=1$, that is

$$N+1=e^{b_pw}N,\qquad \frac{N+1}{N}=e^{b_pw}.$$

Inserting both relations into $R$ yields

$$R=f_2(1-f_1)\,N\left(e^{b_pw}-e^{b_ew}\right).$$

The factors in front of the bracket are positive. Because $w>0$ and the exponential is increasing, the bracket is positive for $b_e<b_p$, zero for $b_e=b_p$ and negative for $b_e>b_p$. This is the claim.

For $b_e>0$, the condition $b_e<b_p$ says that the electrons are hotter, and they then emit more than they absorb. The argument never used $b_e>0$. At $b_e=0$ every level is half filled, and for $b_e<0$ the population is inverted, with higher levels fuller than lower ones. In both cases $b_p-b_e$ is positive and emission wins.

## A free boson occupation, and many transitions

Suppose now that the electrons are at $b>0$ and the mode has some occupation $n$ that need not be thermal. The electronic relation gives

$$R=f_2(1-f_1)\left[(n+1)-e^{bw}n\right]=f_2(1-f_1)\left[1-(e^{bw}-1)n\right].$$

Let $N_b=1/(e^{bw}-1)$ be the Bose occupation at $b$. Replacing the $1$ by $(e^{bw}-1)N_b$ gives

$$R=f_2(1-f_1)(e^{bw}-1)(N_b-n).$$

The prefactor is positive, so $R=0$ holds exactly when $n=N_b$. The Bose value comes out of the balance with the electrons.

Finally, take a finite nonempty set of transitions $i$, with lower levels $x_i$, boson energies $w_i>0$ and strengths $g_i>0$. Each net emission event hands the energy $w_i$ to the bosons, so the total energy flow is $\sum_i g_iw_iR_i$, where $R_i$ is the net rate of transition $i$ without its strength. All $R_i$ have the sign of $b_p-b_e$ and all weights are positive. Nothing can cancel, and the sum has that sign too.

## Occupations and rates as Lean definitions

The two distributions are written as explicit functions of real numbers.

```lean
import Mathlib

open Finset

namespace ElectronBosonBalance

noncomputable section

/-- Fermi function at inverse temperature `b` and chemical potential `μ`, at energy `x`. -/
def fermi (b μ x : ℝ) : ℝ := 1 / (Real.exp (b * (x - μ)) + 1)

/-- Bose function at inverse temperature `b` for a mode of energy `w`; its domain is `b * w ≠ 0`. -/
def bose (b w : ℝ) : ℝ := 1 / (Real.exp (b * w) - 1)
```

`fermi b μ x` and `bose b w` are the formulas used above. The Bose function has no chemical potential, as is appropriate for phonons or thermal photons, whose number is not conserved. The theorems about it assume that both arguments are positive. For the inverse temperature this expresses that a mode with an unbounded ladder of levels has a thermal state only at positive temperature.

```lean
/-- Emission minus absorption in the Boltzmann collision term, for a lower level with occupation
`f₁`, an upper level with occupation `f₂` and a boson mode with occupation `n`. -/
def netEmission (f₁ f₂ n : ℝ) : ℝ := f₂ * (1 - f₁) * (n + 1) - f₁ * (1 - f₂) * n
```

`netEmission` takes three arbitrary real numbers. No balance relation is built into it, so the exponential ratios have to come from the two distributions.

```lean
/-- Energy passed per unit time from electrons at `be` to bosons at `bp` by the transitions in `s`;
transition `i` has strength `g i`, lower level `x i` and boson energy `w i > 0`, with `bp > 0`. -/
def energyFlow {ι : Type*} (s : Finset ι) (g x w : ι → ℝ) (be bp μ : ℝ) : ℝ :=
  ∑ i ∈ s, g i * w i *
    netEmission (fermi be μ (x i)) (fermi be μ (x i + w i)) (bose bp (w i))
```

In `energyFlow` the index `i` runs over a finite set `s`. The strength `g i` stands for everything that emission and absorption have in common: the squared matrix element, the joint density of such pairs of levels and numerical prefactors. All transitions share the same `be`, `bp` and `μ`, while the level energies and mode energies may differ from one transition to the next.

One step leads from these definitions to a real metal: the collision rate must have the form of `netEmission`, with uncorrelated occupations and the same matrix element in both directions, as Fermi's golden rule gives it at weak coupling.

## Balance ratios of electrons and bosons

The first lemma is the relation $1-f=e^{b(x-\mu)}f$.

```lean
/-- The probability that a level is empty is `exp (b (x - μ))` times the probability that it is
filled. -/
theorem one_sub_fermi (b μ x : ℝ) :
    1 - fermi b μ x = Real.exp (b * (x - μ)) * fermi b μ x := by
  have hne : Real.exp (b * (x - μ)) + 1 ≠ 0 := by positivity
  have h : (Real.exp (b * (x - μ)) + 1) * fermi b μ x = 1 := by
    unfold fermi
    exact mul_one_div_cancel hne
  linear_combination (-1) * h
```

The proof follows the derivation above: `h` states $(e^{b(x-\mu)}+1)f=1$, and `linear_combination` rearranges it into the goal.

```lean
/-- Electronic detailed balance: the Pauli factor for going up by `w` is `exp (b w)` times the
Pauli factor for going down. -/
theorem pauli_factor_balance (b μ x w : ℝ) :
    fermi b μ x * (1 - fermi b μ (x + w)) =
      Real.exp (b * w) * (fermi b μ (x + w) * (1 - fermi b μ x)) := by
  have h : Real.exp (b * (x + w - μ)) = Real.exp (b * w) * Real.exp (b * (x - μ)) := by
    rw [← Real.exp_add]
    congr 1
    ring
  rw [one_sub_fermi b μ x, one_sub_fermi b μ (x + w), h]
  ring
```

This is the electronic detailed balance, valid for every real `b` and even for every real `w`. The auxiliary equation `h` splits the exponential of the upper level into $e^{bw}$ times that of the lower level. After both empty-level probabilities have been rewritten with the previous lemma, the two sides agree by algebra.

```lean
/-- The Pauli factor for a downward transition is strictly positive. -/
theorem pauli_factor_pos (b μ x w : ℝ) :
    0 < fermi b μ (x + w) * (1 - fermi b μ x) := by
  rw [one_sub_fermi]
  unfold fermi
  positivity
```

Positivity of the downward Pauli factor is visible once $1-f_1$ is replaced by $Ef_1$, because only exponentials and reciprocals of positive numbers remain. At finite inverse temperature no level is completely full or completely empty, so neither direction is ever fully blocked.

```lean
/-- For positive inverse temperature and mode energy the Bose occupation `N` is positive, and
the ratio of emission to absorption factors is `(N + 1) / N = exp (b w)`. -/
theorem bose_ratio {b w : ℝ} (hb : 0 < b) (hw : 0 < w) :
    0 < bose b w ∧ (bose b w + 1) / bose b w = Real.exp (b * w) := by
  have hpos : 0 < Real.exp (b * w) - 1 :=
    sub_pos.2 (Real.one_lt_exp_iff.2 (mul_pos hb hw))
  have hN : 0 < bose b w := one_div_pos.2 hpos
  have h : (Real.exp (b * w) - 1) * bose b w = 1 := by
    unfold bose
    exact mul_one_div_cancel hpos.ne'
  refine ⟨hN, ?_⟩
  rw [div_eq_iff hN.ne']
  linear_combination (-1) * h
```

For the bosons, one theorem gives both $N>0$ and the ratio $(N+1)/N=e^{bw}$. The positive denominator `hpos` comes from $bw>0$. The ratio is then cleared of its fraction and follows from $(e^{bw}-1)N=1$.

## The sign and the zero of the net rate

```lean
/-- For `bp > 0` and `w > 0`, the net emission is the downward Pauli factor times the Bose
occupation times the difference `exp (bp * w) - exp (be * w)`. -/
theorem netEmission_eq {bp w : ℝ} (be μ x : ℝ) (hb : 0 < bp) (hw : 0 < w) :
    netEmission (fermi be μ x) (fermi be μ (x + w)) (bose bp w) =
      fermi be μ (x + w) * (1 - fermi be μ x) * bose bp w *
        (Real.exp (bp * w) - Real.exp (be * w)) := by
  obtain ⟨hN, hr⟩ := bose_ratio hb hw
  rw [div_eq_iff hN.ne'] at hr
  unfold netEmission
  linear_combination (fermi be μ (x + w) * (1 - fermi be μ x)) * hr
    - bose bp w * pauli_factor_balance be μ x w
```

This is the factored form of $R$. The `linear_combination` line carries out the two substitutions of the derivation: the boson relation enters multiplied by the Pauli factor $f_2(1-f_1)$, and the electronic relation enters multiplied by $N$.

```lean
/-- Electrons at inverse temperature `be` and bosons of energy `w > 0` at `bp > 0`: the net
emission has the sign of `bp - be`, for every chemical potential and electron energy. -/
theorem sign_netEmission {bp w : ℝ} (be μ x : ℝ) (hb : 0 < bp) (hw : 0 < w) :
    SignType.sign (netEmission (fermi be μ x) (fermi be μ (x + w)) (bose bp w)) =
      SignType.sign (bp - be) := by
  have hpos := mul_pos (pauli_factor_pos be μ x w) (bose_ratio hb hw).1
  rw [netEmission_eq be μ x hb hw, sign_mul, sign_pos hpos, one_mul]
  -- the exponential is increasing, so it preserves the order of the inverse temperatures
  rcases lt_trichotomy be bp with h | h | h
  · rw [sign_pos (sub_pos.2 (Real.exp_lt_exp.2 (mul_lt_mul_of_pos_right h hw))),
      sign_pos (sub_pos.2 h)]
  · rw [h, sub_self, sub_self]
  · rw [sign_neg (sub_neg.2 (Real.exp_lt_exp.2 (mul_lt_mul_of_pos_right h hw))),
      sign_neg (sub_neg.2 h)]
```

`SignType.sign` maps a real number to one of the three values negative, zero and positive. A single equation of signs thus covers net absorption, balance and net emission. The only hypotheses are `0 < bp` and `0 < w`; the quantities `be`, `μ` and `x` are arbitrary real numbers. In the proof the positive prefactor drops out of the sign, and `lt_trichotomy` separates the cases $b_e<b_p$, $b_e=b_p$ and $b_e>b_p$. The monotonic exponential settles the first and the last.

Both levels share one chemical potential. In a pumped semiconductor, where the conduction and valence bands have separate quasi-Fermi levels, the ratio of the Pauli factors for transitions between the bands also contains the difference of those levels, and the theorem does not apply.

```lean
/-- For `bp > 0` and `w > 0`, emission and absorption cancel exactly when electrons and bosons
have the same temperature. -/
theorem netEmission_eq_zero_iff {bp w : ℝ} (be μ x : ℝ) (hb : 0 < bp) (hw : 0 < w) :
    netEmission (fermi be μ x) (fermi be μ (x + w)) (bose bp w) = 0 ↔ be = bp := by
  rw [← sign_eq_zero_iff, sign_netEmission be μ x hb hw, sign_eq_zero_iff, sub_eq_zero]
  exact eq_comm
```

The criterion for balance follows from the sign statement, since a number is zero exactly when its sign is. It holds for each single pair of levels: one transition with vanishing net rate is enough to conclude that the two temperatures agree, given that both distributions are thermal.

## The Bose value as the stationary occupation

```lean
/-- With electrons at inverse temperature `b > 0`, an arbitrary occupation `n` of a mode of energy
`w > 0` is stationary exactly when it is the Bose occupation at `b`. -/
theorem stationary_occupation_iff {b w : ℝ} (μ x n : ℝ) (hb : 0 < b) (hw : 0 < w) :
    netEmission (fermi b μ x) (fermi b μ (x + w)) n = 0 ↔ n = bose b w := by
  obtain ⟨hN, hr⟩ := bose_ratio hb hw
  rw [div_eq_iff hN.ne'] at hr
  -- the net rate is a linear restoring term around the Bose occupation
  have key : netEmission (fermi b μ x) (fermi b μ (x + w)) n =
      fermi b μ (x + w) * (1 - fermi b μ x) * (Real.exp (b * w) - 1) * (bose b w - n) := by
    unfold netEmission
    linear_combination (fermi b μ (x + w) * (1 - fermi b μ x)) * hr
      - n * pauli_factor_balance b μ x w
  have hpos := mul_pos (pauli_factor_pos b μ x w)
    (sub_pos.2 (Real.one_lt_exp_iff.2 (mul_pos hb hw)))
  rw [key, mul_eq_zero, or_iff_right hpos.ne', sub_eq_zero]
  exact eq_comm
```

Here `n` is any real number, and the electrons are at `b > 0`. The equation `key` is the form with $N_b-n$ found above. Its prefactor is positive, so the product vanishes only if the last factor does. "Stationary" means that emission and absorption through this transition cancel; other processes acting on the mode, such as phonon–phonon scattering, do not enter.

The occupation on the right-hand side contains neither `μ` nor `x`. Every pair of levels separated by `w` therefore demands the same boson occupation, as long as the electrons share one inverse temperature and the two levels of each pair share one chemical potential.

## Energy flow through many transitions

```lean
/-- For a finite nonempty set of transitions with positive strengths and boson energies, and
`bp > 0`, the total energy flow from electrons to bosons has the sign of `bp - be`. -/
theorem sign_energyFlow {ι : Type*} {s : Finset ι} (hs : s.Nonempty) {g w : ι → ℝ}
    (x : ι → ℝ) {bp : ℝ} (be μ : ℝ) (hb : 0 < bp)
    (hg : ∀ i ∈ s, 0 < g i) (hw : ∀ i ∈ s, 0 < w i) :
    SignType.sign (energyFlow s g x w be bp μ) = SignType.sign (bp - be) := by
  unfold energyFlow
  -- all transitions carry energy in the same direction
  rcases lt_trichotomy be bp with h | h | h
  · have hsum := Finset.sum_pos (fun i hi => mul_pos (mul_pos (hg i hi) (hw i hi))
      (sign_eq_one_iff.1 ((sign_netEmission be μ (x i) hb (hw i hi)).trans
        (sign_pos (sub_pos.2 h))))) hs
    rw [sign_pos hsum, sign_pos (sub_pos.2 h)]
  · rw [Finset.sum_eq_zero (fun i hi => by
      rw [(netEmission_eq_zero_iff be μ (x i) hb (hw i hi)).2 h, mul_zero]), h, sub_self]
  · have hsum := Finset.sum_pos (fun i hi => neg_pos.2 (mul_neg_of_pos_of_neg
      (mul_pos (hg i hi) (hw i hi))
      (sign_eq_neg_one_iff.1 ((sign_netEmission be μ (x i) hb (hw i hi)).trans
        (sign_neg (sub_neg.2 h)))))) hs
    rw [Finset.sum_neg_distrib] at hsum
    rw [sign_neg (neg_pos.1 hsum), sign_neg (sub_neg.2 h)]

end

end ElectronBosonBalance
```

The proof makes the same three-way distinction. For $b_e<b_p$ every term of the sum is positive, and `Finset.sum_pos` gives a positive total. For equal inverse temperatures every term is zero by the balance criterion. For $b_e>b_p$ the same lemma is applied to the negated terms. The set must be nonempty when the temperatures differ, since without transitions the flow is zero.

For positive `be` the theorem says that energy runs from the hotter subsystem to the colder one. In two-temperature simulations of laser-heated metals this is the direction that the electron–phonon exchange term should have, and the theorem supplies it for a finite set of transitions between distributions that are exactly Fermi and Bose. It concerns the flow at one instant, with the two temperatures given. It does not say how fast they approach each other, nor what happens while the electrons are still far from a Fermi function, as they are just after the pulse.

```lean
#print axioms ElectronBosonBalance.sign_netEmission
-- 'ElectronBosonBalance.sign_netEmission' depends on axioms: [propext, Classical.choice, Quot.sound]
#print axioms ElectronBosonBalance.stationary_occupation_iff
-- 'ElectronBosonBalance.stationary_occupation_iff' depends on axioms: [propext, Classical.choice, Quot.sound]
#print axioms ElectronBosonBalance.sign_energyFlow
-- 'ElectronBosonBalance.sign_energyFlow' depends on axioms: [propext, Classical.choice, Quot.sound]
```
